# Two equal Lorentzian lines show two maxima exactly when their separation exceeds the full width at half maximum divided by √3

Two excitons of nearly equal energy and equal oscillator strength contribute two neighbouring lines to an absorption spectrum. Once each line is broadened, the spectrum may show two peaks or only one, and even two visible peaks need not sit at the exciton energies. How far apart must the lines be to appear as two, and how wrong is the splitting read from the peaks?

## Peak positions, resolution threshold and correction

Measure the frequency x from the midpoint of the two lines, which are centred at -a and a with a > 0. Each has unit height and half-width at half maximum h > 0, which stands for a finite lifetime or for a broadening set by the user. The spectrum is

S(x) = h²/((x + a)² + h²) + h²/((x - a)² + h²).

Write r = √(a² + h²) and P = 2ar - r². Then S has a local maximum at x exactly when

x² = max(0, P).

There are two maxima if and only if a > h/√3; otherwise the only one is at x = 0. Since P < a², two visible peaks are always closer together than the true splitting 2a. A peak at x ≠ 0 gives the true position back:

a² = (x² - h² + 2√(x⁴ + x²h² + h⁴))/3.

For a = h the peaks lie at about ±0.91h, so the apparent splitting is about 9% too small.

## Reading exciton energies from a broadened spectrum

A Bethe-Salpeter code that diagonalises its Hamiltonian has the excitation energies directly. A code that obtains the spectrum by a recursion method or by time propagation may have only the broadened curve, and a peak finder then takes maxima as energies. For two isolated Lorentzian lines of equal strength and known equal width, the formulas above say when that procedure merges two excitons into one, and they correct the splitting when it does not. A constant positive factor common to both lines changes none of this, because it does not move the maxima.

## From the factorised difference to the maxima

Let w(x) = x² + r². The product of the two denominators is

D(x) = ((x + a)² + h²)((x - a)² + h²) = w(x)² - 4a²x² = w(x)² - 4a²w(x) + 4a²r²,

and so S(x) = 2h²w(x)/D(x). In the difference of two such fractions the terms with 4a²w(x)w(y) cancel, which leaves

S(y) - S(x) = 2h²(x² - y²)(w(x)w(y) - 4a²r²)/(D(x)D(y)).

Dividing by y - x and letting y tend to x gives the slope:

S′(x) = 4h²x(4a²r² - w(x)²)/D(x)².

At a maximum the slope vanishes. Hence x = 0 or w(x) = 2ar, and the latter means x² = P.

Two facts about P are needed. Since P = r(2a - r), it is positive exactly when r < 2a, that is, when h² < 3a². Since a² - P = (r - a)² and r > a, it is always below a².

Suppose P > 0. Setting x = 0 in the difference gives

S(y) - S(0) = 2h²y²r²(3a² - h² - y²)/(D(0)D(y)),

which is positive for small y ≠ 0, so the midpoint is not a maximum. If instead x² = P, then w(x) = 2ar and

(y² - x²)(w(x)w(y) - 4a²r²) = 2ar(w(y) - 2ar)² ≥ 0.

Therefore S(x) ≥ S(y) for every y, and both x = √P and x = -√P are maxima.

Suppose P ≤ 0, so that h² ≥ 3a². A stationary point with x ≠ 0 would need x² = P, which is impossible. At x = 0 the same product becomes y²r²(y² + h² - 3a²) ≥ 0, so the midpoint is a maximum.

Every maximum thus satisfies x² < a², and any two are less than 2a apart. For the correction, square w(x) = 2ar and collect powers of a²:

3a⁴ + 2(h² - x²)a² - (x² + h²)² = 0.

The product of the two roots for a² is negative, so exactly one is positive, and it is the one stated above.

## The Lean file

```lean
import Mathlib

open Real

namespace LorentzianDoublet

noncomputable section

/-- Lorentzian line of unit height and half-width at half maximum `h`, centred at `c`, for `h > 0`.
-/
def lorentzian (h c x : ℝ) : ℝ := h ^ 2 / ((x - c) ^ 2 + h ^ 2)

/-- Spectrum of two equal Lorentzian lines of half-width `h` centred at `-a` and `a`, for `h > 0`.
-/
def doublet (a h x : ℝ) : ℝ := lorentzian h (-a) x + lorentzian h a x

/-- The quantity `2a√(a² + h²) - (a² + h²)`, the candidate for the squared peak position. -/
def peakSq (a h : ℝ) : ℝ := 2 * a * √(a ^ 2 + h ^ 2) - (a ^ 2 + h ^ 2)

/-- The difference of the intensities at two frequencies factorises, for `h > 0`. -/
theorem doublet_sub {a h : ℝ} (hh : 0 < h) (x y : ℝ) :
    doublet a h y - doublet a h x =
      2 * h ^ 2 * ((x ^ 2 - y ^ 2) *
        ((x ^ 2 + a ^ 2 + h ^ 2) * (y ^ 2 + a ^ 2 + h ^ 2) - 4 * a ^ 2 * (a ^ 2 + h ^ 2))) /
      (((x + a) ^ 2 + h ^ 2) * ((x - a) ^ 2 + h ^ 2) *
        (((y + a) ^ 2 + h ^ 2) * ((y - a) ^ 2 + h ^ 2))) := by
  have h1 : (x + a) ^ 2 + h ^ 2 ≠ 0 := by positivity
  have h2 : (x - a) ^ 2 + h ^ 2 ≠ 0 := by positivity
  have h3 : (y + a) ^ 2 + h ^ 2 ≠ 0 := by positivity
  have h4 : (y - a) ^ 2 + h ^ 2 ≠ 0 := by positivity
  simp only [doublet, lorentzian, sub_neg_eq_add]
  field_simp
  ring

/-- The slope of the doublet spectrum in closed form, for `h > 0`. -/
theorem hasDerivAt_doublet {a h : ℝ} (hh : 0 < h) (x : ℝ) :
    HasDerivAt (doublet a h)
      (4 * h ^ 2 * x * (4 * a ^ 2 * (a ^ 2 + h ^ 2) - (x ^ 2 + a ^ 2 + h ^ 2) ^ 2) /
        (((x + a) ^ 2 + h ^ 2) ^ 2 * ((x - a) ^ 2 + h ^ 2) ^ 2)) x := by
  -- slope of a single line
  have key : ∀ c, HasDerivAt (lorentzian h c)
      (-(2 * h ^ 2 * (x - c)) / ((x - c) ^ 2 + h ^ 2) ^ 2) x := by
    intro c
    have hc : (x - c) ^ 2 + h ^ 2 ≠ 0 := by positivity
    have h1 : HasDerivAt (fun t : ℝ => (t - c) ^ 2 + h ^ 2) (2 * (x - c)) x :=
      ((((hasDerivAt_id' x).sub_const c).fun_pow 2).add_const (h ^ 2)).congr_deriv
        (by norm_num)
    exact ((hasDerivAt_const x (h ^ 2)).fun_div h1 hc).congr_deriv (by ring)
  have h1 : (x + a) ^ 2 + h ^ 2 ≠ 0 := by positivity
  have h2 : (x - a) ^ 2 + h ^ 2 ≠ 0 := by positivity
  refine ((key (-a)).fun_add (key a)).congr_deriv ?_
  rw [sub_neg_eq_add]
  field_simp
  ring

/-- For `a, h > 0` the candidate squared position is positive exactly when `h² < 3a²`. -/
theorem peakSq_pos_iff {a h : ℝ} (ha : 0 < a) (hh : 0 < h) :
    0 < peakSq a h ↔ h ^ 2 < 3 * a ^ 2 := by
  have hs : √(a ^ 2 + h ^ 2) ^ 2 = a ^ 2 + h ^ 2 := Real.sq_sqrt (by positivity)
  have hs0 : 0 < √(a ^ 2 + h ^ 2) := Real.sqrt_pos.2 (by positivity)
  have h1 : peakSq a h = √(a ^ 2 + h ^ 2) * (2 * a - √(a ^ 2 + h ^ 2)) := by
    unfold peakSq
    linear_combination hs
  rw [h1, mul_pos_iff_of_pos_left hs0, sub_pos]
  constructor
  · intro H
    nlinarith
  · intro H
    by_contra hc
    have := not_lt.1 hc
    nlinarith

/-- For `a, h > 0` the candidate squared position lies below the true value `a²`. -/
theorem peakSq_lt_sq {a h : ℝ} (ha : 0 < a) (hh : 0 < h) : peakSq a h < a ^ 2 := by
  have hs : √(a ^ 2 + h ^ 2) ^ 2 = a ^ 2 + h ^ 2 := Real.sq_sqrt (by positivity)
  have hs0 : 0 < √(a ^ 2 + h ^ 2) := Real.sqrt_pos.2 (by positivity)
  have hlt : a < √(a ^ 2 + h ^ 2) := by
    by_contra hc
    have := not_lt.1 hc
    nlinarith [pow_pos hh 2]
  unfold peakSq
  nlinarith [pow_pos (sub_pos.2 hlt) 2]

/-- For `a, h > 0` the spectrum has a local maximum at `x` exactly when `x²` equals
`2a√(a² + h²) - a² - h²`, or zero if that quantity is negative. -/
theorem isLocalMax_doublet_iff {a h : ℝ} (ha : 0 < a) (hh : 0 < h) (x : ℝ) :
    IsLocalMax (doublet a h) x ↔ x ^ 2 = max 0 (peakSq a h) := by
  have hs : √(a ^ 2 + h ^ 2) ^ 2 = a ^ 2 + h ^ 2 := Real.sq_sqrt (by positivity)
  have hs0 : 0 < √(a ^ 2 + h ^ 2) := Real.sqrt_pos.2 (by positivity)
  constructor
  · intro hx
    by_cases hx0 : x = 0
    · subst hx0
      -- if the candidate is positive, points near the midpoint lie higher
      have hp : peakSq a h ≤ 0 := by
        by_contra hc
        have h3 := (peakSq_pos_iff ha hh).1 (not_le.1 hc)
        have e1 : ∀ᶠ y in nhds (0 : ℝ), doublet a h y ≤ doublet a h 0 := hx
        have e2 : ∀ᶠ y in nhds (0 : ℝ), y ^ 2 < 3 * a ^ 2 - h ^ 2 :=
          (isOpen_lt (continuous_pow 2) continuous_const).mem_nhds
            (show (0 : ℝ) ^ 2 < 3 * a ^ 2 - h ^ 2 by linarith)
        obtain ⟨ε, hε, H⟩ := Metric.eventually_nhds_iff.1 (e1.and e2)
        have hd : dist (ε / 2) 0 < ε := by
          rw [Real.dist_eq, sub_zero, abs_of_pos (by linarith)]
          linarith
        obtain ⟨hy1, hy2⟩ := H hd
        have hn : 0 < 2 * h ^ 2 * (ε / 2) ^ 2 * (a ^ 2 + h ^ 2) *
            (3 * a ^ 2 - h ^ 2 - (ε / 2) ^ 2) := mul_pos (by positivity) (by linarith)
        have hpos : 0 < doublet a h (ε / 2) - doublet a h 0 := by
          rw [doublet_sub hh]
          exact div_pos (by linarith) (by positivity)
        linarith
      rw [max_eq_left hp]
      norm_num
    · -- away from the midpoint the slope vanishes only at the candidate position
      have hd := hx.hasDerivAt_eq_zero (hasDerivAt_doublet hh x)
      have hD : ((x + a) ^ 2 + h ^ 2) ^ 2 * ((x - a) ^ 2 + h ^ 2) ^ 2 ≠ 0 := by positivity
      have hn := (div_eq_zero_iff.1 hd).resolve_right hD
      have hf : 4 * h ^ 2 * x ≠ 0 := mul_ne_zero (by positivity) hx0
      have hq := (mul_eq_zero.1 hn).resolve_left hf
      have hv : x ^ 2 + a ^ 2 + h ^ 2 = 2 * a * √(a ^ 2 + h ^ 2) :=
        (sq_eq_sq₀ (by positivity) (by positivity)).1
          (by linear_combination -hq - 4 * a ^ 2 * hs)
      have hxp : x ^ 2 = peakSq a h := by
        unfold peakSq
        linarith
      rw [← hxp, max_eq_right (sq_nonneg x)]
  · intro hx
    refine Filter.Eventually.of_forall fun y => ?_
    -- the factorised difference has a definite sign
    have hsign : 0 ≤ (y ^ 2 - x ^ 2) * ((y ^ 2 + a ^ 2 + h ^ 2) * (x ^ 2 + a ^ 2 + h ^ 2)
        - 4 * a ^ 2 * (a ^ 2 + h ^ 2)) := by
      by_cases hp : 0 < peakSq a h
      · rw [max_eq_right hp.le] at hx
        unfold peakSq at hx
        have e : (y ^ 2 - x ^ 2) * ((y ^ 2 + a ^ 2 + h ^ 2) * (x ^ 2 + a ^ 2 + h ^ 2)
            - 4 * a ^ 2 * (a ^ 2 + h ^ 2)) = 2 * a * √(a ^ 2 + h ^ 2) *
              (y ^ 2 + a ^ 2 + h ^ 2 - 2 * a * √(a ^ 2 + h ^ 2)) ^ 2 := by
          rw [hx]
          linear_combination
            (y ^ 2 + a ^ 2 + h ^ 2 - 2 * a * √(a ^ 2 + h ^ 2)) * 4 * a ^ 2 * hs
        rw [e]
        positivity
      · have h3 := not_lt.1 (fun H => hp ((peakSq_pos_iff ha hh).2 H))
        rw [max_eq_left (not_lt.1 hp)] at hx
        rw [hx]
        have : 0 ≤ y ^ 2 * (a ^ 2 + h ^ 2) * (y ^ 2 + h ^ 2 - 3 * a ^ 2) :=
          mul_nonneg (by positivity) (by linarith [sq_nonneg y])
        linarith
    have hdiff : 0 ≤ doublet a h x - doublet a h y := by
      rw [doublet_sub hh]
      exact div_nonneg (mul_nonneg (by positivity) hsign) (by positivity)
    linarith

/-- For `a, h > 0` the spectrum has exactly two local maxima if and only if `a > h/√3`. -/
theorem two_maxima_iff {a h : ℝ} (ha : 0 < a) (hh : 0 < h) :
    {x | IsLocalMax (doublet a h) x}.ncard = 2 ↔ h / √3 < a := by
  have h3 : √(3 : ℝ) ^ 2 = 3 := Real.sq_sqrt (by norm_num)
  have hiff : h / √3 < a ↔ 0 < peakSq a h := by
    rw [peakSq_pos_iff ha hh, div_lt_iff₀ (by positivity)]
    constructor
    · intro H
      have := pow_lt_pow_left₀ H hh.le two_ne_zero
      rw [mul_pow, h3] at this
      linarith
    · intro H
      apply lt_of_pow_lt_pow_left₀ 2 (by positivity)
      rw [mul_pow, h3]
      linarith
  have hset : {x | IsLocalMax (doublet a h) x} =
      {√(max 0 (peakSq a h)), -√(max 0 (peakSq a h))} := by
    ext x
    simp only [Set.mem_ofPred_eq, Set.mem_insert_iff, Set.mem_singleton_iff]
    rw [isLocalMax_doublet_iff ha hh, ← sq_eq_sq_iff_eq_or_eq_neg,
      Real.sq_sqrt (le_max_left _ _)]
  rw [hiff, hset]
  by_cases hp : 0 < peakSq a h
  · have hr : 0 < √(max 0 (peakSq a h)) := Real.sqrt_pos.2 (lt_max_of_lt_right hp)
    have hne : √(max 0 (peakSq a h)) ≠ -√(max 0 (peakSq a h)) := by
      intro H
      linarith
    exact ⟨fun _ => hp, fun _ => Set.ncard_pair hne⟩
  · rw [max_eq_left (not_lt.1 hp)]
    simp [hp]

/-- For `a, h > 0` any two local maxima are closer together than the true splitting `2a`. -/
theorem apparent_splitting_lt {a h x y : ℝ} (ha : 0 < a) (hh : 0 < h)
    (hx : IsLocalMax (doublet a h) x) (hy : IsLocalMax (doublet a h) y) :
    |x - y| < 2 * a := by
  have key : ∀ z, IsLocalMax (doublet a h) z → |z| < a := by
    intro z hz
    apply abs_lt_of_sq_lt_sq _ ha.le
    rw [(isLocalMax_doublet_iff ha hh z).1 hz]
    exact max_lt (by positivity) (peakSq_lt_sq ha hh)
  have h1 := abs_lt.1 (key x hx)
  have h2 := abs_lt.1 (key y hy)
  exact abs_lt.2 ⟨by linarith, by linarith⟩

/-- For `a, h > 0` a local maximum observed at `x ≠ 0`, together with the half-width `h`,
determines the true line position `a`. -/
theorem true_position_of_peak {a h x : ℝ} (ha : 0 < a) (hh : 0 < h)
    (hx : IsLocalMax (doublet a h) x) (hx0 : x ≠ 0) :
    a ^ 2 = (x ^ 2 - h ^ 2 + 2 * √(x ^ 4 + x ^ 2 * h ^ 2 + h ^ 4)) / 3 := by
  have hs : √(a ^ 2 + h ^ 2) ^ 2 = a ^ 2 + h ^ 2 := Real.sq_sqrt (by positivity)
  have hm := (isLocalMax_doublet_iff ha hh x).1 hx
  have hx2 : 0 < x ^ 2 := by positivity
  have hp : x ^ 2 = peakSq a h := by
    rcases le_total (peakSq a h) 0 with H | H
    · rw [max_eq_left H] at hm
      linarith
    · rwa [max_eq_right H] at hm
  have hlt : x ^ 2 < a ^ 2 := hp ▸ peakSq_lt_sq ha hh
  have hv : x ^ 2 + a ^ 2 + h ^ 2 = 2 * a * √(a ^ 2 + h ^ 2) := by
    unfold peakSq at hp
    linarith
  -- the stationarity condition is a quadratic equation for a²
  have hE : (x ^ 2 + a ^ 2 + h ^ 2) ^ 2 = 4 * a ^ 2 * (a ^ 2 + h ^ 2) := by
    rw [hv]
    linear_combination 4 * a ^ 2 * hs
  have hQ : x ^ 4 + x ^ 2 * h ^ 2 + h ^ 4 = ((3 * a ^ 2 - x ^ 2 + h ^ 2) / 2) ^ 2 := by
    linear_combination (3 / 4) * hE
  rw [hQ, Real.sqrt_sq (by linarith [sq_nonneg a, sq_nonneg h])]
  ring

end

end LorentzianDoublet
```

```lean
#print axioms LorentzianDoublet.two_maxima_iff
#print axioms LorentzianDoublet.apparent_splitting_lt
#print axioms LorentzianDoublet.true_position_of_peak
```

```
'LorentzianDoublet.two_maxima_iff' depends on axioms: [propext, Classical.choice, Quot.sound]
'LorentzianDoublet.apparent_splitting_lt' depends on axioms: [propext, Classical.choice, Quot.sound]
'LorentzianDoublet.true_position_of_peak' depends on axioms: [propext, Classical.choice, Quot.sound]
```

## What the theorems say about a spectrum

`lorentzian h c` is one line centred at `c`, `doublet a h` is S, and `peakSq a h` is P. The positions and the half-width are real numbers in one common frequency unit. A peak is Mathlib's `IsLocalMax`: no point in some neighbourhood lies higher. Peak positions are therefore derived and not built into a definition.

`isLocalMax_doublet_iff` locates all maxima, including the single one at zero. `two_maxima_iff` counts them: the set of maxima has `ncard` equal to 2 exactly when `h / √3 < a`. At equality there is still one peak. `apparent_splitting_lt` bounds the distance between any two maxima, and for distinct ones this distance is the apparent splitting.

`true_position_of_peak` assumes that the curve is such a doublet, that h is known and that x is measured from the midpoint. In practice x is half the distance between the two peaks. The condition `x ≠ 0` matters because every a up to h/√3 puts the peak at zero, so the position of a merged peak does not determine a.

The guarantee concerns an exact curve of two lines with equal heights and widths. It gives no bound for unequal oscillator strengths, further transitions, a sloping background, Gaussian or Voigt profiles, a finite frequency grid or rounding errors.

## How the Lean proof is organised

`doublet_sub` is the factorised difference. `positivity` shows that the denominators are nonzero, and `field_simp` and `ring` check the algebra. `hasDerivAt_doublet` obtains the slope by differentiating each line with the quotient rule and adding, instead of taking the limit used above.

`peakSq_pos_iff` uses the factorisation r(2a - r), and `peakSq_lt_sq` uses the square (r - a)².

In `isLocalMax_doublet_iff`, the forward direction treats the midpoint and the other points separately. At the midpoint, if P were positive, the point `ε / 2` inside a small enough neighbourhood would lie higher, which is a contradiction. Elsewhere `hasDerivAt_eq_zero` makes the slope vanish, and cancelling the nonzero factors leaves x² = P. The converse proves `hsign`, the nonnegative product from the derivation, in the two cases P > 0 and P ≤ 0.

`two_maxima_iff` writes the set of maxima as the pair ±√max(0, P), whose members differ exactly when P > 0. `apparent_splitting_lt` first shows |z| < a for every maximum z. `true_position_of_peak` derives the squared stationarity condition `hE`, then in `hQ` recognises the expression under the root as the square of (3a² - x² + h²)/2. This quantity is positive because x² < a², so the square root can be taken without a sign ambiguity.
